# For a finite measurement on two pure states, the Bhattacharyya overlap lies between \(|\langle\psi,\varphi\rangle|\) and 1

A qubit has been prepared in one of two known states, and a single measurement is to tell which. Let the states be the unit vectors \(\psi=(a_0,a_1)\) and \(\varphi=(b_0,b_1)\), measured in the standard basis. Outcome \(i\) has probability \(p_i=|a_i|^2\) in the first state and \(q_i=|b_i|^2\) in the second. The inner product is \(\langle\psi,\varphi\rangle=a_0^*b_0+a_1^*b_1\), and its two terms have moduli \(\sqrt{p_0q_0}\) and \(\sqrt{p_1q_1}\). The triangle inequality gives

\[
|\langle\psi,\varphi\rangle|\le\sqrt{p_0q_0}+\sqrt{p_1q_1}.
\]

The right-hand side measures how alike the two outcome distributions are. For \(\psi=(1,1)/\sqrt2\) and \(\varphi=(1,-1)/\sqrt2\) it equals 1 although the states are orthogonal: this measurement does not see the relative sign that makes the inner product vanish.

## From matrix elements to outcome statistics

In general, let \(\psi,\varphi\) be unit vectors in a finite-dimensional complex space. A measurement with finitely many outcomes is given by positive semidefinite matrices \(E_i\), called effects, with \(\sum_iE_i=1\). Write \(p_i=\langle\psi,E_i\psi\rangle\), \(q_i=\langle\varphi,E_i\varphi\rangle\), and define the Bhattacharyya overlap \(B=\sum_i\sqrt{p_iq_i}\). The claim is

\[
|\langle\psi,\varphi\rangle|\le B\le 1 .
\]

**One effect.** Let \(A\) be positive semidefinite, \(c=\langle\psi,A\varphi\rangle\), \(a=\langle\psi,A\psi\rangle\) and \(b=\langle\varphi,A\varphi\rangle\). For real \(t\) put \(z=tc^*\). Positivity on \(\psi+z\varphi\) gives

\[
0\le a+zc+z^*c^*+|z|^2b=a+2t|c|^2+t^2|c|^2b .
\]

A real quadratic that is nonnegative for every \(t\) has discriminant at most zero, also when its leading coefficient vanishes, so \(4|c|^4-4|c|^2ab\le0\). If \(c\neq0\), division by \(4|c|^2\) gives \(|c|^2\le ab\); if \(c=0\), this is clear from \(a,b\ge0\).

The factor \(c^*\) in \(z\) is easily forgotten. With \(z=t\) the cross terms are \(2t\,\mathrm{Re}\,c\), and the discriminant yields only \((\mathrm{Re}\,c)^2\le ab\), which says nothing about an imaginary \(c\).

**Lower bound.** Since the effects sum to the identity,

\[
|\langle\psi,\varphi\rangle|=\Bigl|\sum_i\langle\psi,E_i\varphi\rangle\Bigr|\le\sum_i|\langle\psi,E_i\varphi\rangle|\le\sum_i\sqrt{p_iq_i}=B .
\]

**Upper bound.** Both distributions sum to 1, so

\[
\sum_i(\sqrt{p_i}-\sqrt{q_i})^2=\sum_ip_i+\sum_iq_i-2B=2(1-B).
\]

The left side is nonnegative, hence \(B\le1\), with equality exactly when \(p_i=q_i\) for all \(i\).

**A measurement that reaches the lower bound.** Take \(E_0=|\psi\rangle\langle\psi|\) and \(E_1=1-E_0\). Both are Hermitian and equal to their own squares, hence positive semidefinite. Then \(p_0=1\), \(p_1=0\) and \(q_0=|\langle\psi,\varphi\rangle|^2\), so \(B=|\langle\psi,\varphi\rangle|\).

**Error probability.** Let both states be equally likely, and let a rule assign a guess to each outcome. Let \(w_i\) be \(q_i\) where the guess is \(\psi\) and \(p_i\) where it is \(\varphi\), and let \(r_i\) be the other of the two. The error probability is \(x=\tfrac12\sum_iw_i\), and \(\sum_ir_i=2-2x\). As \(w_ir_i=p_iq_i\), the Cauchy-Schwarz inequality gives

\[
B^2=\Bigl(\sum_i\sqrt{w_i}\sqrt{r_i}\Bigr)^2\le 2x(2-2x)=4x(1-x).
\]

Therefore \((1-2x)^2=1-4x(1-x)\le1-B^2\le1-|\langle\psi,\varphi\rangle|^2\), and

\[
x\ge\tfrac12\Bigl(1-\sqrt{1-|\langle\psi,\varphi\rangle|^2}\Bigr).
\]

For pure states with equal priors and finitely many outcomes, this limits how reliably a single-shot qubit readout can tell two non-orthogonal preparations apart.

## States, probabilities and guesses in Lean

The types `n` and `ι` label basis vectors and outcomes; `n` is a finite index set, not the dimension itself.

```lean
import Mathlib

open Matrix
open scoped ComplexOrder

namespace StateDistinguishability

noncomputable section

variable {n ι : Type*} [Fintype n] [Fintype ι]
```

A state is a function `n → ℂ`, and \(\langle\psi,\varphi\rangle\) is written `star ψ ⬝ᵥ φ`, conjugate-linear in the first argument.

```lean
/-- The matrix element `⟨ψ, A φ⟩`. -/
def element (A : Matrix n n ℂ) (ψ φ : n → ℂ) : ℂ := star ψ ⬝ᵥ (A *ᵥ φ)
```

A matrix element is a complex number, so the probability is defined as its real part. For a positive semidefinite matrix the imaginary part of the diagonal element is zero, and nothing is lost.

```lean
/-- The real part of `⟨ψ, A ψ⟩`: the probability of the outcome with effect `A` in the
unit state `ψ`. -/
def prob (A : Matrix n n ℂ) (ψ : n → ℂ) : ℝ := (element A ψ ψ).re

/-- The Bhattacharyya overlap `∑ √(pᵢ qᵢ)` of the outcome statistics of `ψ` and `φ`. -/
def bhattacharyya (E : ι → Matrix n n ℂ) (ψ φ : n → ℂ) : ℝ :=
  ∑ i, Real.sqrt (prob (E i) ψ * prob (E i) φ)
```

The guessing rule is a Boolean function `g`, with `true` standing for the guess \(\psi\). An outcome with that guess contributes an error when \(\varphi\) was prepared, and the division by 2 expresses the equal priors.

```lean
/-- For a measurement `E` and unit states `ψ` and `φ`, the error probability when the two states are
equally likely and outcome `i` leads to the guess `ψ` if `g i` is true, and to the guess `φ`
otherwise. -/
def errorProb (E : ι → Matrix n n ℂ) (g : ι → Bool) (ψ φ : n → ℂ) : ℝ :=
  (∑ i, if g i then prob (E i) φ else prob (E i) ψ) / 2
```

## The Cauchy-Schwarz inequality for one effect

Hermiticity moves \(A\) from one side of the inner product to the other, which gives \(\langle\psi,A\varphi\rangle^*=\langle\varphi,A\psi\rangle\).

```lean
/-- For Hermitian `A`, exchanging the two states conjugates the matrix element. -/
theorem element_conj {A : Matrix n n ℂ} (hA : A.IsHermitian) (ψ φ : n → ℂ) :
    star (element A ψ φ) = element A φ ψ := by
  have h : star (A *ᵥ ψ) ⬝ᵥ φ = star ψ ⬝ᵥ (A *ᵥ φ) := by
    rw [star_mulVec, hA.eq, ← dotProduct_mulVec]
  unfold element
  rw [← h]
  simp only [dotProduct, star_sum, star_mul', Pi.star_apply, star_star]
  exact Finset.sum_congr rfl fun i _ => mul_comm _ _

/-- A positive semidefinite effect has nonnegative probability. -/
theorem prob_nonneg {A : Matrix n n ℂ} (hA : A.PosSemidef) (ψ : n → ℂ) : 0 ≤ prob A ψ :=
  (Complex.le_def.mp (hA.dotProduct_mulVec_nonneg ψ)).1
```

In the next proof, `e` expands the form on \(\psi+z\varphi\), `e'` inserts \(z=tc^*\), and `key` is the resulting quadratic inequality. `discrim_le_zero` supplies the discriminant condition, and the final case split separates \(c=0\) from \(c\ne0\). Neither vector has to be normalised.

```lean
/-- Cauchy-Schwarz inequality for a positive semidefinite effect:
`|⟨ψ, A φ⟩|² ≤ ⟨ψ, A ψ⟩ ⟨φ, A φ⟩`. -/
theorem norm_element_sq_le {A : Matrix n n ℂ} (hA : A.PosSemidef) (ψ φ : n → ℂ) :
    ‖element A ψ φ‖ ^ 2 ≤ prob A ψ * prob A φ := by
  obtain ⟨c, hc⟩ : ∃ c, c = element A ψ φ := ⟨_, rfl⟩
  have hN : c * star c = (Complex.normSq c : ℂ) := Complex.mul_conj c
  -- positivity on `ψ + t c* φ` is a quadratic inequality in the real number `t`
  have key : ∀ t : ℝ, 0 ≤ (Complex.normSq c * prob A φ) * (t * t)
      + (2 * Complex.normSq c) * t + prob A ψ := by
    intro t
    have e : ∀ z : ℂ, element A (ψ + z • φ) (ψ + z • φ) = element A ψ ψ
        + z * element A ψ φ + star z * element A φ ψ + star z * z * element A φ φ := by
      intro z
      simp only [element, star_add, star_smul, mulVec_add, mulVec_smul, add_dotProduct,
        dotProduct_add, smul_dotProduct, dotProduct_smul, smul_eq_mul]
      ring
    have hz : star ((t : ℂ) * star c) = t * c := by simp [mul_comm]
    have e' : element A (ψ + ((t : ℂ) * star c) • φ) (ψ + ((t : ℂ) * star c) • φ)
        = element A ψ ψ + ((2 * t * Complex.normSq c : ℝ) : ℂ)
          + ((t * t * Complex.normSq c : ℝ) : ℂ) * element A φ φ := by
      rw [e, hz, ← element_conj hA.isHermitian ψ φ, ← hc]
      push_cast
      linear_combination (2 * (t : ℂ) + t * t * element A φ φ) * hN
    have h := prob_nonneg hA (ψ + ((t : ℂ) * star c) • φ)
    rw [prob, e'] at h
    simp only [Complex.add_re, Complex.ofReal_re, Complex.re_ofReal_mul] at h
    unfold prob
    linarith
  have d := discrim_le_zero key
  unfold discrim at d
  rw [← hc, ← Complex.normSq_eq_norm_sq]
  rcases (Complex.normSq_nonneg c).eq_or_lt with h0 | h0
  · rw [← h0]
    exact mul_nonneg (prob_nonneg hA ψ) (prob_nonneg hA φ)
  · refine le_of_mul_le_mul_left ?_ h0
    linarith
```

## Completeness and the two bounds

`IsMeasurement` records the two conditions on the effects. That a given apparatus is described by such matrices, with outcome frequencies following the Born rule, is the physical assumption that links the theorems to an experiment.

```lean
variable [DecidableEq n]

/-- A measurement: positive semidefinite effects that sum to the identity. -/
structure IsMeasurement (E : ι → Matrix n n ℂ) : Prop where
  pos : ∀ i, (E i).PosSemidef
  complete : ∑ i, E i = 1
```

For fixed states the matrix element is additive in the matrix. The proof packages it as an additive map `f` and exchanges it with the sum over outcomes.

```lean
/-- The matrix elements of the effects of a measurement add up to `⟨ψ, φ⟩`. -/
theorem sum_element {E : ι → Matrix n n ℂ} (hE : IsMeasurement E) (ψ φ : n → ℂ) :
    ∑ i, element (E i) ψ φ = star ψ ⬝ᵥ φ := by
  let f : Matrix n n ℂ →+ ℂ :=
    { toFun := fun A => element A ψ φ
      map_zero' := by simp [element]
      map_add' := fun A B => by simp only [element, add_mulVec, dotProduct_add] }
  calc ∑ i, element (E i) ψ φ = f (∑ i, E i) := (map_sum f E _).symm
    _ = element 1 ψ φ := by rw [hE.complete]; rfl
    _ = star ψ ⬝ᵥ φ := by rw [element, one_mulVec]
```

Setting both states equal and taking real parts gives normalised probabilities. The hypothesis `star ψ ⬝ᵥ ψ = 1` says that \(\psi\) is a unit vector.

```lean
/-- In a unit state the outcome probabilities of a measurement sum to one. -/
theorem sum_prob {E : ι → Matrix n n ℂ} (hE : IsMeasurement E) {ψ : n → ℂ}
    (hψ : star ψ ⬝ᵥ ψ = 1) : ∑ i, prob (E i) ψ = 1 := by
  have h := congrArg Complex.re (sum_element hE ψ ψ)
  rw [hψ, Complex.re_sum, Complex.one_re] at h
  exact h
```

The identity behind the upper bound is proved by expanding each square and then summing.

```lean
/-- For unit states, the squared distance between the square roots of the two outcome
distributions is `2 (1 - B)`, with `B` the Bhattacharyya overlap. -/
theorem hellinger_identity {E : ι → Matrix n n ℂ} (hE : IsMeasurement E) {ψ φ : n → ℂ}
    (hψ : star ψ ⬝ᵥ ψ = 1) (hφ : star φ ⬝ᵥ φ = 1) :
    ∑ i, (Real.sqrt (prob (E i) ψ) - Real.sqrt (prob (E i) φ)) ^ 2
      = 2 * (1 - bhattacharyya E ψ φ) := by
  have ht : ∀ i, (Real.sqrt (prob (E i) ψ) - Real.sqrt (prob (E i) φ)) ^ 2
      = prob (E i) ψ + prob (E i) φ - 2 * Real.sqrt (prob (E i) ψ * prob (E i) φ) := by
    intro i
    rw [Real.sqrt_mul (prob_nonneg (hE.pos i) ψ)]
    linear_combination Real.sq_sqrt (prob_nonneg (hE.pos i) ψ)
      + Real.sq_sqrt (prob_nonneg (hE.pos i) φ)
  rw [Finset.sum_congr rfl fun i _ => ht i, Finset.sum_sub_distrib, Finset.sum_add_distrib,
    ← Finset.mul_sum, sum_prob hE hψ, sum_prob hE hφ]
  unfold bhattacharyya
  ring
```

The main theorem joins the two halves: the triangle inequality followed by `norm_element_sq_le` for each outcome, and the nonnegativity of a sum of squares.

```lean
/-- For every measurement and all unit states `ψ`, `φ`, the Bhattacharyya overlap of the
outcome statistics lies between `|⟨ψ, φ⟩|` and one. -/
theorem overlap_le_bhattacharyya_le_one {E : ι → Matrix n n ℂ} (hE : IsMeasurement E)
    {ψ φ : n → ℂ} (hψ : star ψ ⬝ᵥ ψ = 1) (hφ : star φ ⬝ᵥ φ = 1) :
    ‖star ψ ⬝ᵥ φ‖ ≤ bhattacharyya E ψ φ ∧ bhattacharyya E ψ φ ≤ 1 := by
  constructor
  · -- triangle inequality, then Cauchy-Schwarz for each outcome
    rw [← sum_element hE]
    exact (norm_sum_le _ _).trans (Finset.sum_le_sum fun i _ =>
      (le_abs_self _).trans (Real.abs_le_sqrt (norm_element_sq_le (hE.pos i) ψ φ)))
  · have h := hellinger_identity hE hψ hφ
    have h0 : 0 ≤ ∑ i, (Real.sqrt (prob (E i) ψ) - Real.sqrt (prob (E i) φ)) ^ 2 :=
      Finset.sum_nonneg fun i _ => sq_nonneg _
    linarith
```

If \(B=1\), the sum of squares is zero, so every term is zero and the square roots agree. The converse puts equal probabilities into the same identity.

```lean
/-- For unit states the Bhattacharyya overlap equals one exactly when every outcome of the
measurement is equally probable in both states. -/
theorem bhattacharyya_eq_one_iff {E : ι → Matrix n n ℂ} (hE : IsMeasurement E)
    {ψ φ : n → ℂ} (hψ : star ψ ⬝ᵥ ψ = 1) (hφ : star φ ⬝ᵥ φ = 1) :
    bhattacharyya E ψ φ = 1 ↔ ∀ i, prob (E i) ψ = prob (E i) φ := by
  have h := hellinger_identity hE hψ hφ
  constructor
  · intro hB i
    rw [hB, sub_self, mul_zero, Finset.sum_eq_zero_iff_of_nonneg fun i _ => sq_nonneg _] at h
    have hi := sub_eq_zero.mp (pow_eq_zero_iff two_ne_zero |>.mp (h i (Finset.mem_univ i)))
    exact (Real.sqrt_inj (prob_nonneg (hE.pos i) ψ) (prob_nonneg (hE.pos i) φ)).mp hi
  · intro hp
    rw [Finset.sum_eq_zero fun i _ => by simp [hp i]] at h
    linarith
```

## The error bound for every guessing rule

The theorem bearing Helstrom's name is a lower bound for two equally likely pure states; it constructs no optimal measurement. The functions `w` and `r` are the weights \(w_i\) and \(r_i\) above, `hB` rewrites \(B\) in terms of them, and `hCS` is the Cauchy-Schwarz step. In `hfin` the sum \(\sum_iw_i\) is \(2x\), so the inequality there is the bound on \((1-2x)^2\).

```lean
/-- The Helstrom bound for two equally likely unit states: whatever the measurement and the
guessing rule, the error probability is at least `(1 - √(1 - |⟨ψ, φ⟩|²)) / 2`. -/
theorem helstrom_bound {E : ι → Matrix n n ℂ} (hE : IsMeasurement E) (g : ι → Bool)
    {ψ φ : n → ℂ} (hψ : star ψ ⬝ᵥ ψ = 1) (hφ : star φ ⬝ᵥ φ = 1) :
    (1 - Real.sqrt (1 - ‖star ψ ⬝ᵥ φ‖ ^ 2)) / 2 ≤ errorProb E g ψ φ := by
  -- `w` collects the weights of wrong guesses, `r` those of right guesses
  let w : ι → ℝ := fun i => if g i then prob (E i) φ else prob (E i) ψ
  let r : ι → ℝ := fun i => if g i then prob (E i) ψ else prob (E i) φ
  have hp := fun i => prob_nonneg (hE.pos i) ψ
  have hq := fun i => prob_nonneg (hE.pos i) φ
  have hw : ∀ i, 0 ≤ w i := fun i => by cases h : g i <;> simp [w, h, hp i, hq i]
  have hr : ∀ i, 0 ≤ r i := fun i => by cases h : g i <;> simp [r, h, hp i, hq i]
  have hsum : ∑ i, w i + ∑ i, r i = 2 := by
    have h : ∀ i, w i + r i = prob (E i) ψ + prob (E i) φ := fun i => by
      cases h : g i <;> simp [w, r, h, add_comm]
    rw [← Finset.sum_add_distrib, Finset.sum_congr rfl fun i _ => h i,
      Finset.sum_add_distrib, sum_prob hE hψ, sum_prob hE hφ]
    norm_num
  have hB : bhattacharyya E ψ φ = ∑ i, Real.sqrt (w i) * Real.sqrt (r i) := by
    refine Finset.sum_congr rfl fun i _ => ?_
    rw [Real.sqrt_mul (hp i)]
    cases h : g i <;> simp [w, r, h, mul_comm]
  have hCS := Finset.sum_mul_sq_le_sq_mul_sq Finset.univ
    (fun i => Real.sqrt (w i)) (fun i => Real.sqrt (r i))
  rw [← hB, Finset.sum_congr rfl fun i _ => Real.sq_sqrt (hw i),
    Finset.sum_congr rfl fun i _ => Real.sq_sqrt (hr i)] at hCS
  have hs : ‖star ψ ⬝ᵥ φ‖ ^ 2 ≤ bhattacharyya E ψ φ ^ 2 :=
    pow_le_pow_left₀ (norm_nonneg _) (overlap_le_bhattacharyya_le_one hE hψ hφ).1 2
  have hr' : ∑ i, r i = 2 - ∑ i, w i := by linarith
  rw [hr'] at hCS
  have hfin : (1 - ∑ i, w i) ^ 2 ≤ 1 - ‖star ψ ⬝ᵥ φ‖ ^ 2 := by nlinarith
  have habs := (le_abs_self _).trans (Real.abs_le_sqrt hfin)
  change _ ≤ (∑ i, w i) / 2
  linarith
```

## The test that attains the overlap

The matrix `vecMulVec ψ (star ψ)` has entries \(\psi_i\psi_j^*\), so it is \(|\psi\rangle\langle\psi|\), which is a projector when \(\psi\) is a unit vector.

```lean
/-- For a unit state `ψ`, the two-outcome test with effects `|ψ⟩⟨ψ|` and `1 - |ψ⟩⟨ψ|`. -/
def stateTest (ψ : n → ℂ) : Fin 2 → Matrix n n ℂ :=
  ![vecMulVec ψ (star ψ), 1 - vecMulVec ψ (star ψ)]
```

In the proof, `hH` and `hP` state that the projector is Hermitian and equal to its square. Each effect is then of the form \(M^\dagger M\), which is positive semidefinite. `h0` computes `prob` of the first effect on an arbitrary vector, and `h1` and `h2` give \(p_0=1\) and \(p_1=0\). The vector \(\varphi\) may have any length here.

The smallest \(B\) does not mean the smallest error. Guessing \(\psi\) on outcome 0 and \(\varphi\) on outcome 1 errs with probability \(|\langle\psi,\varphi\rangle|^2/2\) for unit \(\varphi\), which lies above the error bound unless the overlap is 0 or 1. Another measurement does reach that bound: measure in an eigenbasis of \(|\psi\rangle\langle\psi|-|\varphi\rangle\langle\varphi|\) and guess \(\psi\) for positive eigenvalues, \(\varphi\) otherwise. This is not proved in the Lean code.

```lean
/-- For a unit state `ψ` the two-outcome test is a measurement, and its Bhattacharyya overlap
between `ψ` and any `φ` equals `|⟨ψ, φ⟩|`. -/
theorem stateTest_attains {ψ : n → ℂ} (hψ : star ψ ⬝ᵥ ψ = 1) (φ : n → ℂ) :
    IsMeasurement (stateTest ψ) ∧ bhattacharyya (stateTest ψ) ψ φ = ‖star ψ ⬝ᵥ φ‖ := by
  have hH : (vecMulVec ψ (star ψ))ᴴ = vecMulVec ψ (star ψ) := by
    ext i j
    simp [vecMulVec_apply, mul_comm]
  have hmul : ∀ χ : n → ℂ, vecMulVec ψ (star ψ) *ᵥ χ = (star ψ ⬝ᵥ χ) • ψ := by
    intro χ
    ext i
    simp only [mulVec, dotProduct, vecMulVec_apply, Pi.smul_apply, smul_eq_mul, Finset.sum_mul]
    exact Finset.sum_congr rfl fun k _ => by ring
  have hP : vecMulVec ψ (star ψ) * vecMulVec ψ (star ψ) = vecMulVec ψ (star ψ) := by
    have u : ∑ k, star (ψ k) * ψ k = 1 := hψ
    ext i j
    simp only [mul_apply, vecMulVec_apply, Pi.star_apply]
    calc ∑ k, ψ i * star (ψ k) * (ψ k * star (ψ j))
        = ψ i * (∑ k, star (ψ k) * ψ k) * star (ψ j) := by
          rw [Finset.mul_sum, Finset.sum_mul]
          exact Finset.sum_congr rfl fun k _ => by ring
      _ = ψ i * star (ψ j) := by rw [u, mul_one]
  have hM : IsMeasurement (stateTest ψ) := by
    refine ⟨fun i => ?_, by simp [stateTest, Fin.sum_univ_two]⟩
    fin_cases i
    · have h := posSemidef_conjTranspose_mul_self (vecMulVec ψ (star ψ))
      rw [hH, hP] at h
      exact h
    · have h := posSemidef_conjTranspose_mul_self (1 - vecMulVec ψ (star ψ))
      have hQ : (1 - vecMulVec ψ (star ψ)) * (1 - vecMulVec ψ (star ψ))
          = 1 - vecMulVec ψ (star ψ) := by
        linear_combination (norm := noncomm_ring) hP
      rw [conjTranspose_sub, conjTranspose_one, hH, hQ] at h
      exact h
  -- `prob` of the first effect is `|⟨ψ, χ⟩|²` for every vector `χ`
  have h0 : ∀ χ : n → ℂ, prob (stateTest ψ 0) χ = ‖star ψ ⬝ᵥ χ‖ ^ 2 := by
    intro χ
    have hs := element_conj (A := (1 : Matrix n n ℂ)) isHermitian_one ψ χ
    simp only [element, one_mulVec] at hs
    change (star χ ⬝ᵥ (vecMulVec ψ (star ψ) *ᵥ χ)).re = _
    rw [hmul, dotProduct_smul, smul_eq_mul, ← hs,
      show (star ψ ⬝ᵥ χ) * star (star ψ ⬝ᵥ χ) = (Complex.normSq (star ψ ⬝ᵥ χ) : ℂ) from
        Complex.mul_conj _, Complex.ofReal_re, Complex.normSq_eq_norm_sq]
  have h1 : prob (stateTest ψ 0) ψ = 1 := by rw [h0, hψ]; norm_num
  have h2 : prob (stateTest ψ 1) ψ = 0 := by
    have h := sum_prob hM hψ
    rw [Fin.sum_univ_two, h1] at h
    linarith
  refine ⟨hM, ?_⟩
  unfold bhattacharyya
  rw [Fin.sum_univ_two, h1, h2, h0, one_mul, zero_mul, Real.sqrt_zero, add_zero,
    Real.sqrt_sq (norm_nonneg _)]

end

end StateDistinguishability
```

```lean
#print axioms StateDistinguishability.overlap_le_bhattacharyya_le_one
#print axioms StateDistinguishability.bhattacharyya_eq_one_iff
#print axioms StateDistinguishability.helstrom_bound
#print axioms StateDistinguishability.stateTest_attains
```

```
'StateDistinguishability.overlap_le_bhattacharyya_le_one' depends on axioms: [propext, Classical.choice, Quot.sound]
'StateDistinguishability.bhattacharyya_eq_one_iff' depends on axioms: [propext, Classical.choice, Quot.sound]
'StateDistinguishability.helstrom_bound' depends on axioms: [propext, Classical.choice, Quot.sound]
'StateDistinguishability.stateTest_attains' depends on axioms: [propext, Classical.choice, Quot.sound]
```
